# Alternating implicit sweeps converge for one strictly positive and one nonnegative quadratic form

## One temperature, two loss channels

A body whose temperature exceeds that of its surroundings by \(u\) receives heat at rate \(b\) and loses it through two channels at rates \(hu\) and \(vu\), with constants \(h>0\) and \(v\ge 0\). Its steady state solves \((h+v)u=b\). Treat the channels implicitly in turn, with a shift \(r>0\). One double sweep multiplies the error by

\[
\frac{r-h}{r+h}\cdot\frac{r-v}{r+v}.
\]

The first factor has magnitude below one, the second at most one, so the error dies out.

## Many coupled temperatures

For \((H+V)u=b\) with real square matrices, the sweep from \(u\) through \(w\) to \(u'\) is

\[
(H+r)w=(r-V)u+b,\qquad (V+r)u'=(r-H)w+b.
\]

Here \(1/r\) acts as the artificial time step of each of the two half steps; \(H\) and \(V\) are not a Hamiltonian and a potential. Subtracting the steady state removes \(b\), and the error is multiplied by

\[
T=(V+r)^{-1}(r-H)(H+r)^{-1}(r-V).
\]

Suppose \(\langle x,Hx\rangle>0\) for \(x\ne0\) and \(\langle x,Vx\rangle\ge0\) for all \(x\). Then, for every \(r>0\), both shifted matrices are invertible and \(T^k\to0\). Neither symmetry nor \(HV=VH\) is assumed. This applies to steady diffusion with drift on a finite grid, provided that the discretised problem is linear and its two parts meet these sign conditions.

## Lengths instead of eigenvalues

Expanding both squares gives, for any real square \(A\),

\[
|(A+r)x|^2-|(r-A)x|^2=4r\langle x,Ax\rangle. \tag{1}
\]

If the form of \(A\) is nonnegative and \((A+r)z=0\), then \(0=\langle z,Az\rangle+r|z|^2\), so \(z=0\). The square matrix \(A+r\) is injective, hence invertible.

For \(A=H\) and \(x\neq0\), (1) gives \(|(r-H)x|^2<|(H+r)x|^2\). The ratio of the two sides is continuous on the unit sphere, which is compact, so it has a maximum \(q<1\) there. Scaling \(x\) leaves the ratio unchanged, and therefore \(|(r-H)x|^2\le q|(H+r)x|^2\) for all \(x\).

Put \(y=(H+r)^{-1}(r-V)x\). Then

\[
|(V+r)Tx|^2=|(r-H)y|^2\le q|(H+r)y|^2=q|(r-V)x|^2\le q|(V+r)x|^2,
\]

where the last step is (1) for \(V\). Iteration gives \(|(V+r)T^kx|^2\le q^k|(V+r)x|^2\to0\). Applying \((V+r)^{-1}\) gives \(T^kx\to0\), and basis vectors \(x\) give the columns of \(T^k\).

## Damping with circulation, in numbers

Any \(A\) with strictly positive form splits into \(H=(A+A^T)/2\), which has the same form as \(A\), and \(V=(A-A^T)/2\), whose form vanishes. The theorem therefore applies. Take \(r=2\) and

\[
A=\begin{pmatrix}1&1\\-1&1\end{pmatrix},\quad H=1,\quad V=\begin{pmatrix}0&1\\-1&0\end{pmatrix}.
\]

The \(H\) factors give \((2-1)/(2+1)=1/3\), and

\[
T=\frac13\cdot\frac15\begin{pmatrix}2&-1\\1&2\end{pmatrix}^2
=\frac13\begin{pmatrix}3/5&-4/5\\4/5&3/5\end{pmatrix}.
\]

Each sweep rotates the error and divides its length by three; for squared lengths, \(q=1/9\).

## Reading the Lean statement

The finite type `n` labels the components, `x ⬝ᵥ A *ᵥ x` is \(\langle x,Ax\rangle\), and `r • 1` is the shift. `normSq` is the squared Euclidean length and `sweep r H V` is \(T\). In `sweep_pow_tendsto_zero`, `IsUnit` states invertibility and `Tendsto` states convergence of the matrix powers, entry by entry.

The code starts from \(T\). Its link to a running solver is the subtraction above, which requires both half steps to be solved exactly. The factor \(q\) may depend on \(r\) and \(H\), and no bound uniform in grid refinement is given.

```lean
import Mathlib

open Matrix Filter Topology

namespace AlternatingImplicitSplitting

noncomputable section

variable {n : Type*} [Fintype n] [DecidableEq n]

/-- The squared Euclidean length of a real vector. -/
def normSq (x : n → ℝ) : ℝ := x ⬝ᵥ x

/-- The error propagation matrix of one double sweep, implicit first in `H` and then in `V`, with
shift `r`. The formula has this meaning when `H + r` and `V + r` are invertible. -/
def sweep (r : ℝ) (H V : Matrix n n ℝ) : Matrix n n ℝ :=
  (V + r • 1)⁻¹ * (r • 1 - H) * (H + r • 1)⁻¹ * (r • 1 - V)

omit [DecidableEq n] in
/-- The squared length of a real vector is nonnegative. -/
theorem normSq_nonneg (x : n → ℝ) : 0 ≤ normSq x :=
  Finset.sum_nonneg fun _ _ => mul_self_nonneg _

/-- The squared lengths of `(A + r)x` and `(r - A)x` differ by `4r` times the quadratic form
of `A`, for any real square matrix `A`. -/
theorem normSq_shift (r : ℝ) (A : Matrix n n ℝ) (x : n → ℝ) :
    normSq ((A + r • 1) *ᵥ x) = normSq ((r • 1 - A) *ᵥ x) + 4 * r * (x ⬝ᵥ A *ᵥ x) := by
  simp only [normSq, Matrix.add_mulVec, Matrix.sub_mulVec, Matrix.smul_mulVec,
    Matrix.one_mulVec, add_dotProduct, dotProduct_add, sub_dotProduct, dotProduct_sub,
    smul_dotProduct, dotProduct_smul, smul_eq_mul]
  rw [dotProduct_comm (A *ᵥ x) x]
  ring

/-- If the quadratic form of `A` is nonnegative, then `A + r` is invertible for every
`r > 0`. -/
theorem isUnit_shift {r : ℝ} (hr : 0 < r) {A : Matrix n n ℝ}
    (hA : ∀ x, 0 ≤ x ⬝ᵥ A *ᵥ x) : IsUnit (A + r • 1) := by
  rw [← Matrix.mulVec_injective_iff_isUnit]
  intro x y hxy
  have hz : (A + r • 1) *ᵥ (x - y) = 0 := by
    rw [Matrix.mulVec_sub]
    exact sub_eq_zero.2 hxy
  -- pair the kernel vector with itself
  have h := congrArg (fun w => (x - y) ⬝ᵥ w) hz
  simp only [Matrix.add_mulVec, Matrix.smul_mulVec, Matrix.one_mulVec, dotProduct_add,
    dotProduct_smul, smul_eq_mul, dotProduct_zero] at h
  have h0 := hA (x - y)
  have h1 : 0 ≤ (x - y) ⬝ᵥ (x - y) := normSq_nonneg (x - y)
  have h2 : (x - y) ⬝ᵥ (x - y) = 0 := le_antisymm (by nlinarith) h1
  exact sub_eq_zero.1 (dotProduct_self_eq_zero.1 h2)

/-- If the quadratic form of `H` is strictly positive and `r > 0`, then there is a `q` with
`0 ≤ q < 1` such that, for all `x`, the squared length of `(r - H)x` is at most `q` times that of
`(H + r)x`. -/
theorem exists_uniform_factor {r : ℝ} (hr : 0 < r) {H : Matrix n n ℝ}
    (hH : ∀ x, x ≠ 0 → 0 < x ⬝ᵥ H *ᵥ x) :
    ∃ q : ℝ, 0 ≤ q ∧ q < 1 ∧
      ∀ x, normSq ((r • 1 - H) *ᵥ x) ≤ q * normSq ((H + r • 1) *ᵥ x) := by
  have hlt : ∀ x, x ≠ 0 → normSq ((r • 1 - H) *ᵥ x) < normSq ((H + r • 1) *ᵥ x) := by
    intro x hx
    rw [normSq_shift]
    nlinarith [mul_pos hr (hH x hx)]
  have hpos : ∀ x, x ≠ 0 → 0 < normSq ((H + r • 1) *ᵥ x) := fun x hx =>
    (normSq_nonneg _).trans_lt (hlt x hx)
  have hc : ∀ B : Matrix n n ℝ, Continuous fun x : n → ℝ => normSq (B *ᵥ x) := by
    intro B
    simp only [normSq, dotProduct, Matrix.mulVec]
    fun_prop
  have hscale : ∀ (B : Matrix n n ℝ) (c : ℝ) (x : n → ℝ),
      normSq (B *ᵥ (c • x)) = c ^ 2 * normSq (B *ᵥ x) := by
    intro B c x
    simp only [normSq, Matrix.mulVec_smul, smul_dotProduct, dotProduct_smul, smul_eq_mul]
    ring
  have hu : ∀ x : n → ℝ, x ≠ 0 → ‖x‖⁻¹ • x ∈ Metric.sphere (0 : n → ℝ) 1 := by
    intro x hx
    rw [mem_sphere_zero_iff_norm, norm_smul, norm_inv, norm_norm,
      inv_mul_cancel₀ (norm_ne_zero_iff.2 hx)]
  have hs : ∀ x ∈ Metric.sphere (0 : n → ℝ) 1, x ≠ 0 := by
    rintro x hx rfl
    simp at hx
  rcases (Metric.sphere (0 : n → ℝ) 1).eq_empty_or_nonempty with he | hne
  · refine ⟨0, le_rfl, one_pos, fun x => ?_⟩
    have hx : x = 0 := by
      by_contra hx
      have h := hu x hx
      rw [he] at h
      exact h
    simp [hx, normSq]
  · -- the ratio of lengths attains its maximum on the unit sphere
    obtain ⟨y, hy, hmax⟩ := (isCompact_sphere (0 : n → ℝ) 1).exists_isMaxOn hne
      ((hc (r • 1 - H)).continuousOn.div (hc (H + r • 1)).continuousOn
        fun x hx => (hpos x (hs x hx)).ne')
    refine ⟨normSq ((r • 1 - H) *ᵥ y) / normSq ((H + r • 1) *ᵥ y),
      div_nonneg (normSq_nonneg _) (normSq_nonneg _),
      (div_lt_one (hpos y (hs y hy))).2 (hlt y (hs y hy)), fun x => ?_⟩
    by_cases hx : x = 0
    · simp [hx, normSq]
    · have h : normSq ((r • 1 - H) *ᵥ (‖x‖⁻¹ • x)) / normSq ((H + r • 1) *ᵥ (‖x‖⁻¹ • x)) ≤
          normSq ((r • 1 - H) *ᵥ y) / normSq ((H + r • 1) *ᵥ y) :=
        isMaxOn_iff.1 hmax _ (hu x hx)
      have h0 : ‖x‖⁻¹ ^ 2 ≠ 0 := pow_ne_zero 2 (inv_ne_zero (norm_ne_zero_iff.2 hx))
      rw [hscale, hscale, mul_div_mul_left _ _ h0, div_le_iff₀ (hpos x hx)] at h
      exact h

/-- For `r > 0`, `H` with strictly positive and `V` with nonnegative quadratic form, there is a `q`
with `0 ≤ q < 1` such that, for every `x`, one double sweep takes the squared length of `(V + r)x`
to at most `q` times its old value. -/
theorem sweep_contracts {r : ℝ} (hr : 0 < r) {H V : Matrix n n ℝ}
    (hH : ∀ x, x ≠ 0 → 0 < x ⬝ᵥ H *ᵥ x) (hV : ∀ x, 0 ≤ x ⬝ᵥ V *ᵥ x) :
    ∃ q : ℝ, 0 ≤ q ∧ q < 1 ∧ ∀ x,
      normSq ((V + r • 1) *ᵥ (sweep r H V *ᵥ x)) ≤ q * normSq ((V + r • 1) *ᵥ x) := by
  have hH0 : ∀ x, 0 ≤ x ⬝ᵥ H *ᵥ x := by
    intro x
    by_cases hx : x = 0
    · simp [hx]
    · exact (hH x hx).le
  have hHu := (Matrix.isUnit_iff_isUnit_det _).1 (isUnit_shift hr hH0)
  have hVu := (Matrix.isUnit_iff_isUnit_det _).1 (isUnit_shift hr hV)
  obtain ⟨q, hq0, hq1, hq⟩ := exists_uniform_factor hr hH
  refine ⟨q, hq0, hq1, fun x => ?_⟩
  -- `y` is the result of the implicit half step in `H`
  obtain ⟨y, hy⟩ : ∃ y, y = (H + r • 1)⁻¹ *ᵥ ((r • 1 - V) *ᵥ x) := ⟨_, rfl⟩
  have hprod : (V + r • 1) * sweep r H V =
      (r • 1 - H) * ((H + r • 1)⁻¹ * (r • 1 - V)) := by
    unfold sweep
    simp only [Matrix.mul_assoc]
    exact Matrix.mul_nonsing_inv_cancel_left _ _ hVu
  have e1 : (V + r • 1) *ᵥ (sweep r H V *ᵥ x) = (r • 1 - H) *ᵥ y := by
    rw [hy, Matrix.mulVec_mulVec, hprod, ← Matrix.mulVec_mulVec, ← Matrix.mulVec_mulVec]
  have e2 : (H + r • 1) *ᵥ y = (r • 1 - V) *ᵥ x := by
    rw [hy, Matrix.mulVec_mulVec, Matrix.mul_nonsing_inv _ hHu, Matrix.one_mulVec]
  have h1 := hq y
  rw [e2] at h1
  have h2 : normSq ((r • 1 - V) *ᵥ x) ≤ normSq ((V + r • 1) *ᵥ x) := by
    rw [normSq_shift]
    nlinarith [mul_nonneg hr.le (hV x)]
  rw [e1]
  exact h1.trans (mul_le_mul_of_nonneg_left h2 hq0)

/-- If `H` has a strictly positive and `V` a nonnegative quadratic form, then for every `r > 0`
both shifted matrices are invertible and the powers of the double sweep tend to zero. -/
theorem sweep_pow_tendsto_zero {r : ℝ} (hr : 0 < r) {H V : Matrix n n ℝ}
    (hH : ∀ x, x ≠ 0 → 0 < x ⬝ᵥ H *ᵥ x) (hV : ∀ x, 0 ≤ x ⬝ᵥ V *ᵥ x) :
    IsUnit (H + r • 1) ∧ IsUnit (V + r • 1) ∧
      Tendsto (fun k : ℕ => sweep r H V ^ k) atTop (𝓝 0) := by
  have hH0 : ∀ x, 0 ≤ x ⬝ᵥ H *ᵥ x := by
    intro x
    by_cases hx : x = 0
    · simp [hx]
    · exact (hH x hx).le
  have hVi := isUnit_shift hr hV
  have hVu := (Matrix.isUnit_iff_isUnit_det _).1 hVi
  refine ⟨isUnit_shift hr hH0, hVi, ?_⟩
  obtain ⟨q, hq0, hq1, hq⟩ := sweep_contracts hr hH hV
  have hk : ∀ (x : n → ℝ) (k : ℕ), normSq ((V + r • 1) *ᵥ (sweep r H V ^ k *ᵥ x)) ≤
      q ^ k * normSq ((V + r • 1) *ᵥ x) := by
    intro x k
    induction k with
    | zero => simp
    | succ k ih =>
      rw [pow_succ', ← Matrix.mulVec_mulVec]
      calc _ ≤ q * normSq ((V + r • 1) *ᵥ (sweep r H V ^ k *ᵥ x)) := hq _
        _ ≤ q * (q ^ k * normSq ((V + r • 1) *ᵥ x)) := mul_le_mul_of_nonneg_left ih hq0
        _ = _ := by ring
  -- every component of the shifted error dies out
  have hw : ∀ x : n → ℝ,
      Tendsto (fun k : ℕ => (V + r • 1) *ᵥ (sweep r H V ^ k *ᵥ x)) atTop (𝓝 0) := by
    intro x
    refine tendsto_pi_nhds.2 fun i => ?_
    have hb : Tendsto (fun k : ℕ => q ^ k * normSq ((V + r • 1) *ᵥ x)) atTop (𝓝 0) := by
      simpa using (tendsto_pow_atTop_nhds_zero_of_lt_one hq0 hq1).mul_const
        (normSq ((V + r • 1) *ᵥ x))
    have hsq : Tendsto (fun k : ℕ => (((V + r • 1) *ᵥ (sweep r H V ^ k *ᵥ x)) i) ^ 2)
        atTop (𝓝 0) := by
      refine squeeze_zero (fun k => sq_nonneg _) (fun k => le_trans ?_ (hk x k)) hb
      rw [pow_two]
      exact Finset.single_le_sum
        (f := fun j => ((V + r • 1) *ᵥ (sweep r H V ^ k *ᵥ x)) j *
          ((V + r • 1) *ᵥ (sweep r H V ^ k *ᵥ x)) j)
        (fun j _ => mul_self_nonneg _) (Finset.mem_univ i)
    have h := (Real.continuous_sqrt.tendsto 0).comp hsq
    rw [Real.sqrt_zero] at h
    exact (tendsto_zero_iff_abs_tendsto_zero _).2 (h.congr fun k => Real.sqrt_sq_eq_abs _)
  -- undo the shift, then read off the columns
  have hT : ∀ x : n → ℝ, Tendsto (fun k : ℕ => sweep r H V ^ k *ᵥ x) atTop (𝓝 0) := by
    intro x
    have hcont : Continuous fun w : n → ℝ => (V + r • 1)⁻¹ *ᵥ w :=
      continuous_const.matrix_mulVec continuous_id
    have h := (hcont.tendsto 0).comp (hw x)
    rw [Matrix.mulVec_zero] at h
    refine h.congr fun k => ?_
    simp only [Function.comp_apply]
    rw [Matrix.mulVec_mulVec, Matrix.nonsing_inv_mul _ hVu, Matrix.one_mulVec]
  refine tendsto_pi_nhds.2 fun i => tendsto_pi_nhds.2 fun j => ?_
  have h := tendsto_pi_nhds.1 (hT (Pi.single j 1)) i
  simpa [Matrix.mulVec_single_one] using h

/-- If `A` has a strictly positive quadratic form and `r > 0`, the powers of the double sweep
that alternates between the symmetric and the antisymmetric part of `A` tend to zero. -/
theorem symmetric_antisymmetric_sweep {r : ℝ} (hr : 0 < r) {A : Matrix n n ℝ}
    (hA : ∀ x, x ≠ 0 → 0 < x ⬝ᵥ A *ᵥ x) :
    Tendsto (fun k : ℕ => sweep r ((1 / 2 : ℝ) • (A + Aᵀ)) ((1 / 2 : ℝ) • (A - Aᵀ)) ^ k)
      atTop (𝓝 0) := by
  have ht : ∀ x : n → ℝ, x ⬝ᵥ Aᵀ *ᵥ x = x ⬝ᵥ A *ᵥ x := by
    intro x
    rw [Matrix.mulVec_transpose, dotProduct_comm, ← Matrix.dotProduct_mulVec]
  refine (sweep_pow_tendsto_zero hr (fun x hx => ?_) fun x => ?_).2.2
  · rw [Matrix.smul_mulVec, Matrix.add_mulVec, dotProduct_smul, dotProduct_add, ht, smul_eq_mul]
    linarith [hA x hx]
  · rw [Matrix.smul_mulVec, Matrix.sub_mulVec, dotProduct_smul, dotProduct_sub, ht, sub_self,
      smul_zero]

/-- The generator of rotations in the plane. -/
def rot : Matrix (Fin 2) (Fin 2) ℝ := !![0, 1; -1, 0]

/-- The rotation generator has vanishing quadratic form, and with it in both half steps and
`r = 1` the powers of the double sweep do not tend to zero. -/
theorem rotation_sweep_not_tendsto :
    (∀ x, x ⬝ᵥ rot *ᵥ x = 0) ∧
      ¬ Tendsto (fun k : ℕ => sweep 1 rot rot ^ k) atTop (𝓝 0) := by
  constructor
  · intro x
    simp only [rot, dotProduct, Matrix.mulVec, Fin.sum_univ_two, Matrix.of_apply,
      Matrix.cons_val_zero, Matrix.cons_val_one]
    ring
  · have ha : rot + (1 : ℝ) • 1 = !![1, 1; -1, 1] := by
      ext i j
      fin_cases i <;> fin_cases j <;> simp [rot]
    have hs : (1 : ℝ) • 1 - rot = !![1, -1; 1, 1] := by
      ext i j
      fin_cases i <;> fin_cases j <;> simp [rot]
    have hi : (!![1, 1; -1, 1] : Matrix (Fin 2) (Fin 2) ℝ)⁻¹ =
        !![1 / 2, -1 / 2; 1 / 2, 1 / 2] := by
      apply Matrix.inv_eq_right_inv
      rw [Matrix.one_fin_two]
      simp only [Matrix.mul_fin_two]
      ext i j
      fin_cases i <;> fin_cases j <;> norm_num
    -- the double sweep is a half turn
    have hT : sweep 1 rot rot = -1 := by
      unfold sweep
      rw [ha, hs, hi, Matrix.one_fin_two]
      simp only [Matrix.mul_fin_two]
      ext i j
      fin_cases i <;> fin_cases j <;> norm_num
    intro h
    rw [hT] at h
    have h2 := h.mul h
    have h3 : ∀ k : ℕ, (-1 : Matrix (Fin 2) (Fin 2) ℝ) ^ k * (-1) ^ k = 1 := by
      intro k
      rw [← pow_add, ← two_mul, pow_mul, neg_one_sq, one_pow]
    simp only [h3, mul_zero] at h2
    exact one_ne_zero (tendsto_nhds_unique tendsto_const_nhds h2)

end

end AlternatingImplicitSplitting
```

```lean
#print axioms AlternatingImplicitSplitting.sweep_contracts
#print axioms AlternatingImplicitSplitting.symmetric_antisymmetric_sweep
#print axioms AlternatingImplicitSplitting.rotation_sweep_not_tendsto
```

```
'AlternatingImplicitSplitting.sweep_contracts' depends on axioms: [propext, Classical.choice, Quot.sound]
'AlternatingImplicitSplitting.symmetric_antisymmetric_sweep' depends on axioms: [propext, Classical.choice, Quot.sound]
'AlternatingImplicitSplitting.rotation_sweep_not_tendsto' depends on axioms: [propext, Classical.choice, Quot.sound]
```

## From the identity to the powers

`normSq_shift` is (1): `simp only` expands the products, `dotProduct_comm` identifies the cross terms, and `ring` finishes. `isUnit_shift` pairs a kernel vector with itself.

In `exists_uniform_factor`, `hlt` is the strict inequality, `exists_isMaxOn` supplies the maximum, and `hscale` extends the bound to all vectors. Lean's sphere here uses the largest-component norm, which serves equally well because the ratio is scale-invariant. With no components the sphere is empty, and \(q=0\) is chosen.

In `sweep_contracts`, `e1` and `e2` are the two equalities in the chain for one sweep. `sweep_pow_tendsto_zero` iterates by induction in `hk`, bounds each squared component by the whole sum in `hw`, undoes \(V+r\) in `hT`, and reads off columns with `Pi.single j 1`.

`symmetric_antisymmetric_sweep` uses `ht`, the equality of the forms of \(A\) and \(A^T\), to check both sign conditions.

`rotation_sweep_not_tendsto` shows that nonnegative forms for both matrices do not suffice. With `rot` in both places and \(r=1\), explicit multiplication gives \(T=-1\). If \(T^k\) tended to zero, so would \(T^kT^k\), which equals the identity for every \(k\).
